# A vacuum fixes the fermionic operators on its creator products up to a unique isometry

Let annihilators $a_p$ and creators $c_p$ act on a complex inner-product space $V$, and $b_p$ and $d_p$ likewise on $W$, with the same, possibly infinite, set of modes $p$. Suppose that $\{a_p,c_q\}=\delta_{pq}$, that $c_p$ is adjoint to $a_p$, and that a unit vector $v$ satisfies $a_pv=0$ for all $p$; suppose the same of $b_p,d_p$ and $w$. Then exactly one linear isometry $U$ from the span of creator products on $v$ onto that on $w$ sends $v$ to $w$ and intertwines all creators and annihilators.

Many textbooks write $c_p$ for the annihilator; here it is the creator $a_p^\dagger$. The vacuum $v$ stands for the state with every mode empty, and its existence is assumed. In a finite orbital basis, the result means that matrix elements of a second-quantised Hamiltonian between creator products on such a vacuum do not depend on the matrices chosen for the operators.

## From contractions to the isometry

For a list $l=(l_0,\dots,l_{n-1})$ of modes, write $\Phi_l=c_{l_0}\cdots c_{l_{n-1}}v$, and $\Psi_l$ for the same product of $d$'s on $w$. Let $F_v$ and $F_w$ be their spans, and let $l\setminus k$ be $l$ without its entry at position $k$.

**Contraction.** The first step is
$$a_p\Phi_l=\sum_{k=0}^{n-1}(-1)^k\delta_{p,l_k}\Phi_{l\setminus k}.$$
For the empty list this is $a_pv=0$. Putting $q$ in front of $l$ gives $a_pc_q\Phi_l=\delta_{pq}\Phi_l-c_qa_p\Phi_l$. The first term removes position 0; in the second, each old position $k$ becomes $k+1$ and gains a minus sign. Hence $F_v$ is invariant under annihilators, as it plainly is under creators.

**Overlaps.** Since $\langle v,c_qx\rangle=\overline{\langle x,a_qv\rangle}=0$, the vacuum is orthogonal to every nonempty product, while $\langle v,v\rangle=1$. Otherwise
$$\langle\Phi_{(p,l)},\Phi_m\rangle=\langle\Phi_l,a_p\Phi_m\rangle=\sum_k(-1)^k\delta_{p,m_k}\langle\Phi_l,\Phi_{m\setminus k}\rangle.$$
The $\Psi$'s obey the same recursion, so $\langle\Phi_l,\Phi_m\rangle=\langle\Psi_l,\Psi_m\rangle$.

**The map.** For finitely many nonzero coefficients $f_l$,
$$\Big\|\sum_l f_l\Phi_l\Big\|^2=\sum_{l,m}\bar f_lf_m\langle\Phi_l,\Phi_m\rangle=\Big\|\sum_l f_l\Psi_l\Big\|^2.$$
Setting $U\Phi_l=\Psi_l$ and extending linearly is not yet legitimate, because creator products are linearly dependent: $c_pc_qv=-c_qc_pv$. The norm identity repairs this. Two expansions of one vector differ by a combination of norm zero, whose image also has norm zero. So $U$ is well defined, isometric and onto.

**Intertwining and uniqueness.** We have $Uc_p\Phi_l=\Psi_{(p,l)}=d_pU\Phi_l$, and the contraction formula gives $Ua_p\Phi_l=b_p\Psi_l$. Linearity does the rest. Conversely, $Uv=w$ and $Uc_p=d_pU$ force $U\Phi_l=\Psi_l$.

**The other anticommutators.** Let $X=\{c_p,c_q\}$. Moving $a_r$ to the right,
$$a_rc_pc_qy=\delta_{rp}c_qy-\delta_{rq}c_py+c_pc_qa_ry.$$
Adding the version with $p,q$ exchanged cancels the deltas, so $a_rXy=Xa_ry$. Then $\langle\Phi_{(r,m)},Xy\rangle=\langle\Phi_m,Xa_ry\rangle$, which descends to $\langle v,X\,\cdot\,\rangle=0$. For $y\in F_v$ the vector $Xy$ lies in $F_v$ and is orthogonal to it, hence vanishes. Finally $\langle y,\{a_p,a_q\}x\rangle=\langle Xy,x\rangle=0$ for $x,y\in F_v$; taking $y=\{a_p,a_q\}x$ gives $\{a_p,a_q\}x=0$.

**A filled mode as reference.** A unit vector that some annihilator does not kill will not do for $v$. With one mode, take $v=|1\rangle$ and $w=|0\rangle$ in $\mathbb C^2$. Then $c\,v=0$, so the spans have dimensions 1 and 2, and no isometry maps one onto the other.

## Creator products and their span in Lean

Operators are linear maps defined on all of `V` or `W`, and neither space need be complete.

```lean
import Mathlib

open scoped InnerProductSpace
open Matrix

noncomputable section

namespace FockUniqueness

variable {ι V W : Type*} [NormedAddCommGroup V] [InnerProductSpace ℂ V]
  [NormedAddCommGroup W] [InnerProductSpace ℂ W]
```

The head of the list is the leftmost creator, as in $\Phi_l$.

```lean
/-- The product of creators `c p₁ c p₂ ⋯` listed in `l`, applied to the vector `v`. -/
def creatorProduct (c : ι → V →ₗ[ℂ] V) (v : V) : List ι → V
  | [] => v
  | p :: l => c p (creatorProduct c v l)
```

`fockSpace` is $F_v$, the span itself; the textbook Fock space is its completion. Extending $U$ to that completion is the step left between this model and the usual Hilbert space.

```lean
/-- The Fock space over `v`: all finite superpositions of creator products on `v`. -/
def fockSpace (c : ι → V →ₗ[ℂ] V) (v : V) : Submodule ℂ V :=
  Submodule.span ℂ (Set.range (creatorProduct c v))
```

`fockVector` is $\Phi_l$ regarded as an element of $F_v$.

```lean
/-- Every creator product on `v` lies in the Fock space over `v`. -/
theorem creatorProduct_mem (c : ι → V →ₗ[ℂ] V) (v : V) (l : List ι) :
    creatorProduct c v l ∈ fockSpace c v :=
  Submodule.subset_span ⟨l, rfl⟩

/-- A creator product on `v`, regarded as an element of the Fock space. -/
def fockVector (c : ι → V →ₗ[ℂ] V) (v : V) (l : List ι) : fockSpace c v :=
  ⟨creatorProduct c v l, creatorProduct_mem c v l⟩
```

The next two lemmas allow linear identities on $F_v$ to be checked on creator products, and give invariance under creators.

```lean
/-- The creator products, regarded as elements of the Fock space, span it. -/
theorem span_fockVector (c : ι → V →ₗ[ℂ] V) (v : V) :
    Submodule.span ℂ (Set.range (fockVector c v)) = ⊤ := by
  rw [eq_top_iff]
  rintro ⟨x, hx⟩ -
  refine Submodule.span_induction (s := Set.range (creatorProduct c v))
    (p := fun x hx => (⟨x, hx⟩ : fockSpace c v) ∈
      Submodule.span ℂ (Set.range (fockVector c v))) ?_ ?_ ?_ ?_ hx
  · rintro _ ⟨l, rfl⟩
    exact Submodule.subset_span ⟨l, rfl⟩
  · exact Submodule.zero_mem _
  · intro x y _ _ ex ey
    exact Submodule.add_mem _ ex ey
  · intro z x _ ex
    exact Submodule.smul_mem _ z ex

/-- Creators map the Fock space into itself. -/
theorem creator_mem {c : ι → V →ₗ[ℂ] V} {v : V} (p : ι) {x : V}
    (hx : x ∈ fockSpace c v) : c p x ∈ fockSpace c v := by
  have hle : fockSpace c v ≤ (fockSpace c v).comap (c p) := by
    refine Submodule.span_le.2 ?_
    rintro _ ⟨l, rfl⟩
    exact creatorProduct_mem c v (p :: l)
  exact hle hx
```

## The hypotheses and the contraction formula

`IsFockRep` collects the assumptions. Only the mixed anticommutator is among them. The inner product is conjugate-linear in its first argument.

```lean
variable [DecidableEq ι]

/-- Annihilators `a p` and creators `c p` with `{a p, c q} = δ_pq`, each `c p` adjoint to `a p`,
and a unit vector `v` killed by every annihilator. -/
structure IsFockRep (a c : ι → V →ₗ[ℂ] V) (v : V) : Prop where
  anticomm : ∀ p q x, a p (c q x) + c q (a p x) = if p = q then x else 0
  adjoint : ∀ p x y, ⟪c p x, y⟫_ℂ = ⟪x, a p y⟫_ℂ
  vacuum : ∀ p, a p v = 0
  unit : ‖v‖ = 1

variable {a c : ι → V →ₗ[ℂ] V} {v : V} {b d : ι → W →ₗ[ℂ] W} {w : W}

/-- In a Fock representation the vacuum is orthogonal to every vector of the form `c p x`. -/
theorem IsFockRep.vacuum_inner (h : IsFockRep a c v) (p : ι) (x : V) :
    ⟪v, c p x⟫_ℂ = 0 := by
  rw [← inner_conj_symm, h.adjoint, h.vacuum, inner_zero_right, map_zero]
```

In the induction, `h0` is the contraction at position 0 and `hs` the sign change of the later ones.

```lean
/-- In a Fock representation, an annihilator acting on a creator product removes each matching
creator in turn, with sign `(-1)^k` for the creator at position `k`, counted from zero. -/
theorem IsFockRep.annihilate (h : IsFockRep a c v) (p : ι) (l : List ι) :
    a p (creatorProduct c v l) = ∑ k ∈ Finset.range l.length,
      (if l[k]? = some p then (-1 : ℂ) ^ k else 0) • creatorProduct c v (l.eraseIdx k) := by
  induction l with
  | nil => simp [creatorProduct, h.vacuum]
  | cons q l ih =>
    have hq := h.anticomm p q (creatorProduct c v l)
    rw [ih, map_sum] at hq
    rw [List.length_cons, Finset.sum_range_succ']
    -- passing the first creator flips the sign of all later contractions
    have hs : ∑ k ∈ Finset.range l.length,
        (if (q :: l)[k + 1]? = some p then (-1 : ℂ) ^ (k + 1) else 0) •
          creatorProduct c v ((q :: l).eraseIdx (k + 1)) =
        -∑ k ∈ Finset.range l.length, c q ((if l[k]? = some p then (-1 : ℂ) ^ k else 0) •
          creatorProduct c v (l.eraseIdx k)) := by
      rw [← Finset.sum_neg_distrib]
      refine Finset.sum_congr rfl fun k _ => ?_
      simp only [List.getElem?_cons_succ, List.eraseIdx_cons_succ, map_smul, creatorProduct]
      split_ifs <;> simp [pow_succ]
    have h0 : (if (q :: l)[0]? = some p then (-1 : ℂ) ^ 0 else 0) •
        creatorProduct c v ((q :: l).eraseIdx 0) =
        if p = q then creatorProduct c v l else 0 := by
      by_cases e : p = q
      · simp [e]
      · simp [e, Ne.symm e]
    rw [hs, h0, ← hq]
    simp only [creatorProduct]
    abel

/-- In a Fock representation, annihilators map the Fock space into itself. -/
theorem IsFockRep.annihilator_mem (h : IsFockRep a c v) (p : ι) {x : V}
    (hx : x ∈ fockSpace c v) : a p x ∈ fockSpace c v := by
  have hle : fockSpace c v ≤ (fockSpace c v).comap (a p) := by
    refine Submodule.span_le.2 ?_
    rintro _ ⟨l, rfl⟩
    change a p (creatorProduct c v l) ∈ fockSpace c v
    rw [h.annihilate]
    exact Submodule.sum_mem _ fun k _ => Submodule.smul_mem _ _ (creatorProduct_mem c v _)
  exact hle hx
```

## Anticommutators and overlaps

Here `key` is the orthogonality of $Xy$ to every creator product, and `e` inside it is $a_rXy=Xa_ry$.

```lean
/-- On the Fock space of a Fock representation, creators anticommute with each other, and so do
annihilators. -/
theorem IsFockRep.anticommute (h : IsFockRep a c v) (p q : ι) {x : V}
    (hx : x ∈ fockSpace c v) :
    c p (c q x) + c q (c p x) = 0 ∧ a p (a q x) + a q (a p x) = 0 := by
  -- the anticommutator of two creators has no overlap with any creator product
  have key : ∀ (p q : ι) (m : List ι) (y : V),
      ⟪creatorProduct c v m, c p (c q y) + c q (c p y)⟫_ℂ = 0 := by
    intro p q m
    induction m with
    | nil =>
      intro y
      simp only [creatorProduct, inner_add_right, h.vacuum_inner, add_zero]
    | cons r m ih =>
      intro y
      have e : a r (c p (c q y) + c q (c p y)) = c p (c q (a r y)) + c q (c p (a r y)) := by
        have h1 := h.anticomm r p (c q y)
        have h2 := h.anticomm r q (c p y)
        have h3 := congrArg (c p) (h.anticomm r q y)
        have h4 := congrArg (c q) (h.anticomm r p y)
        simp only [map_add, apply_ite (c p), map_zero] at h3
        simp only [map_add, apply_ite (c q), map_zero] at h4
        rw [map_add]
        linear_combination (norm := module) h1 + h2 - h3 - h4
      simp only [creatorProduct]
      rw [h.adjoint, e]
      exact ih _
  have hc : ∀ (p q : ι) (y : V), y ∈ fockSpace c v → c p (c q y) + c q (c p y) = 0 := by
    intro p q y hy
    have hle : fockSpace c v ≤
        (Submodule.span ℂ {c p (c q y) + c q (c p y)}).orthogonal := by
      refine Submodule.span_le.2 ?_
      rintro _ ⟨m, rfl⟩
      exact SetLike.mem_coe.2
        (Submodule.mem_orthogonal_singleton_iff_inner_left.2 (key p q m y))
    have hz := add_mem (creator_mem p (creator_mem q hy)) (creator_mem q (creator_mem p hy))
    exact inner_self_eq_zero.1 (Submodule.mem_orthogonal_singleton_iff_inner_left.1 (hle hz))
  refine ⟨hc p q x hx, ?_⟩
  have ha : ∀ y ∈ fockSpace c v, ⟪y, a p (a q x) + a q (a p x)⟫_ℂ = 0 := by
    intro y hy
    rw [inner_add_right, ← h.adjoint p, ← h.adjoint q, ← h.adjoint q, ← h.adjoint p,
      ← inner_add_left, hc q p y hy, inner_zero_left]
  exact inner_self_eq_zero.1 (ha _ (add_mem (h.annihilator_mem p (h.annihilator_mem q hx))
    (h.annihilator_mem q (h.annihilator_mem p hx))))
```

The overlap recursion is an induction on the left list, with the right list left general because contraction changes it.

```lean
/-- Overlaps of creator products are the same in any two Fock representations with the same
modes. -/
theorem IsFockRep.overlap_eq (h : IsFockRep a c v) (k : IsFockRep b d w) (l m : List ι) :
    ⟪creatorProduct c v l, creatorProduct c v m⟫_ℂ =
      ⟪creatorProduct d w l, creatorProduct d w m⟫_ℂ := by
  induction l generalizing m with
  | nil =>
    cases m with
    | nil => simp [creatorProduct, inner_self_eq_norm_sq_to_K, h.unit, k.unit]
    | cons q m => simp only [creatorProduct, h.vacuum_inner, k.vacuum_inner]
  | cons p l ih =>
    simp only [creatorProduct]
    rw [h.adjoint, k.adjoint, h.annihilate, k.annihilate]
    simp only [inner_sum, inner_smul_right, ih]
```

## Existence and uniqueness of the isometry

The type `≃ₗᵢ[ℂ]` consists of linear isometries that are onto, and `∃!` says that exactly one has the listed properties. Expressions such as `⟨c p x, creator_mem p x.2⟩` pair a vector with the proof that it lies in $F_v$.

In the proof, `T` and `S` send coefficients $f$ to $\sum f_l\Phi_l$ and $\sum f_l\Psi_l$. The map `s` chooses coefficients for each vector, $U$ is `S ∘ₗ s`, and `hST` says that the choice does not matter. `LinearMap.ext_on_range` then reduces intertwining and uniqueness to creator products.

```lean
/-- For two Fock representations with the same, possibly infinite, set of modes, exactly one
linear isometry from the first Fock space onto the second sends vacuum to vacuum and intertwines
all creators and annihilators. -/
theorem fock_representation_unique (h : IsFockRep a c v) (k : IsFockRep b d w) :
    ∃! U : fockSpace c v ≃ₗᵢ[ℂ] fockSpace d w,
      (U ⟨v, creatorProduct_mem c v []⟩ : W) = w ∧
      ∀ (p : ι) (x : fockSpace c v),
        (U ⟨c p x, creator_mem p x.2⟩ : W) = d p (U x) ∧
        (U ⟨a p x, h.annihilator_mem p x.2⟩ : W) = b p (U x) := by
  obtain ⟨U, hU⟩ : ∃ U : fockSpace c v ≃ₗᵢ[ℂ] fockSpace d w,
      ∀ l, U (fockVector c v l) = fockVector d w l := by
    let T := Finsupp.linearCombination ℂ (fockVector c v)
    let S := Finsupp.linearCombination ℂ (fockVector d w)
    have hT : LinearMap.range T = ⊤ := by
      simp only [T, Finsupp.range_linearCombination, span_fockVector]
    have hS : LinearMap.range S = ⊤ := by
      simp only [S, Finsupp.range_linearCombination, span_fockVector]
    have ov : ∀ l m, ⟪fockVector c v l, fockVector c v m⟫_ℂ =
        ⟪fockVector d w l, fockVector d w m⟫_ℂ := fun l m => h.overlap_eq k l m
    -- equal overlaps give equal norms of superpositions
    have hn : ∀ f, ‖T f‖ = ‖S f‖ := by
      intro f
      have e : ⟪T f, T f⟫_ℂ = ⟪S f, S f⟫_ℂ := by
        simp only [T, S, Finsupp.linearCombination_apply, Finsupp.sum, sum_inner, inner_sum,
          inner_smul_left, inner_smul_right, ov]
      exact (norm_eq_sqrt_re_inner (𝕜 := ℂ) _).trans
        ((congrArg (fun z : ℂ => Real.sqrt (RCLike.re z)) e).trans
          (norm_eq_sqrt_re_inner (𝕜 := ℂ) _).symm)
    obtain ⟨s, hs⟩ := LinearMap.exists_rightInverse_of_surjective T hT
    have hs' : ∀ x, T (s x) = x := fun x => LinearMap.congr_fun hs x
    have hST : ∀ f, S (s (T f)) = S f := by
      intro f
      rw [← sub_eq_zero, ← map_sub, ← norm_eq_zero, ← hn, map_sub, hs', sub_self, norm_zero]
    let U₀ : fockSpace c v →ₗᵢ[ℂ] fockSpace d w :=
      ⟨S ∘ₗ s, fun x => by rw [LinearMap.comp_apply, ← hn, hs']⟩
    have hU₀ : Function.Surjective U₀ := by
      intro y
      obtain ⟨f, rfl⟩ := LinearMap.range_eq_top.1 hS y
      exact ⟨T f, hST f⟩
    refine ⟨LinearIsometryEquiv.ofSurjective U₀ hU₀, fun l => ?_⟩
    have e := hST (Finsupp.single l 1)
    have eT : T (Finsupp.single l 1) = fockVector c v l := by simp [T]
    have eS : S (Finsupp.single l 1) = fockVector d w l := by simp [S]
    rw [eT, eS] at e
    exact e
  let L := (fockSpace d w).subtype ∘ₗ U.toLinearEquiv.toLinearMap
  refine ⟨U, ⟨congrArg Subtype.val (hU []), fun p x => ⟨?_, ?_⟩⟩, ?_⟩
  · -- creators are intertwined on creator products, hence everywhere
    have e : L ∘ₗ (c p).restrict (fun x hx => creator_mem p hx) = d p ∘ₗ L := by
      refine LinearMap.ext_on_range (span_fockVector c v) fun l => ?_
      change (U (fockVector c v (p :: l)) : W) = d p (U (fockVector c v l))
      rw [hU, hU]
      rfl
    exact LinearMap.congr_fun e x
  · -- the same for annihilators, by the contraction formula
    have e : L ∘ₗ (a p).restrict (fun x hx => h.annihilator_mem p hx) = b p ∘ₗ L := by
      refine LinearMap.ext_on_range (span_fockVector c v) fun l => ?_
      have hl : (⟨a p (creatorProduct c v l),
          h.annihilator_mem p (creatorProduct_mem c v l)⟩ : fockSpace c v) =
          ∑ j ∈ Finset.range l.length, (if l[j]? = some p then (-1 : ℂ) ^ j else 0) •
            fockVector c v (l.eraseIdx j) := by
        apply Subtype.ext
        rw [Submodule.coe_sum]
        exact h.annihilate p l
      change (U ⟨a p (creatorProduct c v l), _⟩ : W) = b p (U (fockVector c v l))
      rw [hl, hU l]
      change _ = b p (creatorProduct d w l)
      rw [k.annihilate, map_sum, Submodule.coe_sum]
      refine Finset.sum_congr rfl fun j _ => ?_
      rw [map_smul, hU]
      rfl
    exact LinearMap.congr_fun e x
  · -- vacuum and creators already fix the map on every creator product
    rintro U' ⟨h0, h1⟩
    have hw : ∀ l, (U' (fockVector c v l) : W) = creatorProduct d w l := by
      intro l
      induction l with
      | nil => exact h0
      | cons p l ih => exact (h1 p (fockVector c v l)).1.trans (congrArg (d p) ih)
    have e : U'.toLinearEquiv.toLinearMap = U.toLinearEquiv.toLinearMap :=
      LinearMap.ext_on_range (span_fockVector c v) fun l =>
        Subtype.ext ((hw l).trans (congrArg Subtype.val (hU l)).symm)
    exact LinearIsometryEquiv.ext fun x => LinearMap.congr_fun e x
```

## Two modes as matrices

The assumptions are met by explicit matrices in the basis $v,\ c_0v,\ c_1v,\ c_0c_1v$. The entry $-1$ is the sign in $a_1c_0c_1v=-c_0v$.

```lean
/-- The operator on four-component state vectors given by a matrix. -/
def matrixOp (A : Matrix (Fin 4) (Fin 4) ℂ) :
    EuclideanSpace ℂ (Fin 4) →ₗ[ℂ] EuclideanSpace ℂ (Fin 4) where
  toFun x := WithLp.toLp 2 (A *ᵥ x.ofLp)
  map_add' x y := by simp [Matrix.mulVec_add]
  map_smul' z x := by simp [Matrix.mulVec_smul]

/-- Two annihilation matrices for two fermionic modes, with a sign in the second. -/
def twoMode : Fin 2 → Matrix (Fin 4) (Fin 4) ℂ :=
  ![!![0, 1, 0, 0; 0, 0, 0, 0; 0, 0, 0, 1; 0, 0, 0, 0],
    !![0, 0, 1, 0; 0, 0, 0, -1; 0, 0, 0, 0; 0, 0, 0, 0]]
```

The conditions are checked component by component.

```lean
/-- The two-mode matrices, their conjugate transposes and the first basis vector form a Fock
representation. -/
theorem isFockRep_witness :
    IsFockRep (fun p => matrixOp (twoMode p)) (fun p => matrixOp (twoMode p)ᴴ)
      (!₂[(1 : ℂ), 0, 0, 0] : EuclideanSpace ℂ (Fin 4)) where
  anticomm p q x := by
    ext i
    fin_cases p <;> fin_cases q <;> fin_cases i <;>
      simp [matrixOp, twoMode, Matrix.mulVec, dotProduct, Fin.sum_univ_four]
  adjoint p x y := by
    fin_cases p <;>
      simp [matrixOp, twoMode, Matrix.mulVec, dotProduct, Fin.sum_univ_four, PiLp.inner_apply]
  vacuum p := by
    ext i
    fin_cases p <;> fin_cases i <;>
      simp [matrixOp, twoMode, dotProduct, Fin.sum_univ_four]
  unit := by simp [EuclideanSpace.norm_eq, Fin.sum_univ_four]

end FockUniqueness
```

```lean
#print axioms FockUniqueness.creatorProduct_mem
#print axioms FockUniqueness.IsFockRep.anticommute
#print axioms FockUniqueness.fock_representation_unique
```

```
'FockUniqueness.creatorProduct_mem' depends on axioms: [propext, Classical.choice, Quot.sound]
'FockUniqueness.IsFockRep.anticommute' depends on axioms: [propext, Classical.choice, Quot.sound]
'FockUniqueness.fock_representation_unique' depends on axioms: [propext, Classical.choice, Quot.sound]
```
